# The crystal-field threshold between t2g⁶ and high-spin t2g⁴eg² determinants is independent of Racah's A

Put two electrons in orbitals $a$ and $b$, with one-electron energies $0$ and $D$. Pairing both in $a$ costs the direct integral $J_{aa}$. Parallel spins in $a$ and $b$ cost $D+J_{ab}-K_{ab}$, where $K_{ab}$ is the exchange integral. The pair lies lower exactly when $D>J_{aa}-J_{ab}+K_{ab}$. A constant common to all direct integrals cancels, because each determinant contains one electron pair. With six d electrons, each determinant contains fifteen pairs.

## Real d orbitals and their repulsion

```lean
import Mathlib

open scoped ComplexConjugate

namespace SpinCrossoverD6

/-- The five real d orbitals. -/
inductive Orbital
  | xy | yz | xz | z2 | x2y2
  deriving DecidableEq

open Orbital

/-- The d shell consists of the five listed orbitals. -/
instance : Fintype Orbital where
  elems := {xy, yz, xz, z2, x2y2}
  complete a := by cases a <;> simp

noncomputable section
```

Write a real orbital as $a=p_a\sum_m s_a(m)Y_{2m}$, with prefactor $p_a$ (`phase`) and signs $s_a$ (`relSign`). Lean's index is $m+2$, running from 0 to 4.

```lean
/-- Common prefactor of a real d orbital in its expansion in spherical harmonics. -/
def phase : Orbital → ℂ
  | xy | yz => Complex.I / ((√2 : ℝ) : ℂ)
  | xz | x2y2 => 1 / ((√2 : ℝ) : ℂ)
  | z2 => 1

/-- Relative signs of the spherical harmonics `m = -2, -1, 0, 1, 2` in a real d orbital. -/
def relSign : Orbital → Fin 5 → ℝ
  | xy => ![1, 0, 0, 0, -1]
  | yz => ![0, 1, 0, 1, 0]
  | xz => ![0, 1, 0, -1, 0]
  | z2 => ![0, 0, 1, 0, 0]
  | x2y2 => ![1, 0, 0, 0, 1]

/-- Coefficient of a real d orbital on the spherical harmonic with index `m + 2`. -/
def orbital (a : Orbital) (m : Fin 5) : ℂ := phase a * (relSign a m : ℂ)
```

The tables $G_2=7c^2$ and $G_4=21c^4$ of Gaunt coefficients are entered as data, not derived from angular integrals. The reduced radial parameters $F_0,F_2,F_4$ measure the monopole, quadrupole and hexadecapole parts of the repulsion. `slater` also enforces conservation of total $m$.

```lean
/-- The Gaunt coefficients `7 c²(m, m')` for `l = 2`, with `m, m' = -2, ..., 2`. -/
def gaunt2 : Matrix (Fin 5) (Fin 5) ℝ :=
  !![-2, √6, -2, 0, 0;
     -√6, 1, 1, -√6, 0;
     -2, -1, 2, -1, -2;
     0, -√6, 1, 1, -√6;
     0, 0, -2, √6, -2]

/-- The Gaunt coefficients `21 c⁴(m, m')` for `l = 2`, with `m, m' = -2, ..., 2`. -/
def gaunt4 : Matrix (Fin 5) (Fin 5) ℝ :=
  !![1, -√5, √15, -√35, √70;
     √5, -4, √30, -√40, √35;
     √15, -√30, 6, -√30, √15;
     √35, -√40, √30, -4, √5;
     √70, -√35, √15, -√5, 1]

/-- Coulomb integral `⟨m₁ m₂|m₃ m₄⟩` of spherical harmonics, in the reduced Slater–Condon
parameters `F₀ = F⁰`, `F₂ = F²/49`, `F₄ = F⁴/441`. -/
def slater (F₀ F₂ F₄ : ℝ) (m₁ m₂ m₃ m₄ : Fin 5) : ℝ :=
  if m₁.val + m₂.val = m₃.val + m₄.val then
    F₀ * (if m₁ = m₃ ∧ m₂ = m₄ then 1 else 0) + F₂ * (gaunt2 m₁ m₃ * gaunt2 m₄ m₂)
      + F₄ * (gaunt4 m₁ m₃ * gaunt4 m₄ m₂)
  else 0
```

$J_{ab}$ and $K_{ab}$ are the real parts of $\langle ab|ab\rangle$ and $\langle ab|ba\rangle$.

```lean
/-- Coulomb integral `⟨ab|cd⟩` of real d orbitals. -/
def coulomb (F₀ F₂ F₄ : ℝ) (a b c d : Orbital) : ℂ :=
  ∑ m₁, ∑ m₂, ∑ m₃, ∑ m₄, conj (orbital a m₁) * conj (orbital b m₂) *
    orbital c m₃ * orbital d m₄ * (slater F₀ F₂ F₄ m₁ m₂ m₃ m₄ : ℂ)

/-- Direct integral: the real part of `⟨ab|ab⟩`. -/
def direct (F₀ F₂ F₄ : ℝ) (a b : Orbital) : ℝ := (coulomb F₀ F₂ F₄ a b a b).re

/-- Exchange integral: the real part of `⟨ab|ba⟩`. -/
def exchange (F₀ F₂ F₄ : ℝ) (a b : Orbital) : ℝ := (coulomb F₀ F₂ F₄ a b b a).re
```

The Racah parameters are $A=F_0-49F_4$, $B=F_2-5F_4$ and $C=35F_4$.

```lean
/-- Racah parameter `A`. -/
def racahA (F₀ F₄ : ℝ) : ℝ := F₀ - 49 * F₄

/-- Racah parameter `B`. -/
def racahB (F₂ F₄ : ℝ) : ℝ := F₂ - 5 * F₄

/-- Racah parameter `C`. -/
def racahC (F₄ : ℝ) : ℝ := 35 * F₄
```

Let $S_{abcd}$ (`signSum`) be the Coulomb sum with signs but no prefactors, and $\beta_{ab}$ (`exchangeB`) the following table, used only for $a\ne b$.

```lean
/-- The sum over spherical harmonics in `⟨ab|cd⟩` with the orbital prefactors removed. -/
def signSum (F₀ F₂ F₄ : ℝ) (a b c d : Orbital) : ℝ :=
  ∑ m₁, relSign a m₁ * ∑ m₂, relSign b m₂ * ∑ m₃, relSign c m₃ *
    ∑ m₄, relSign d m₄ * slater F₀ F₂ F₄ m₁ m₂ m₃ m₄

/-- Multiple of `B` in the exchange integral of two different real d orbitals. -/
def exchangeB : Orbital → Orbital → ℝ
  | z2, xz | z2, yz | xz, z2 | yz, z2 => 1
  | z2, xy | xy, z2 | z2, x2y2 | x2y2, z2 => 4
  | xy, x2y2 | x2y2, xy => 0
  | _, _ => 3
```

## (a) Norms of the prefactors

Show that $|p_a|^2=1$ for $z^2$ and $|p_a|^2=\tfrac12$ otherwise.

The prefactors are $1$, $1/\sqrt2$ and $i/\sqrt2$, and $|i|=1$. Lean checks the five cases.

```lean
/-- The squared modulus of the prefactor is 1 for `z2` and 1/2 for the other orbitals. -/
theorem normSq_phase (a : Orbital) :
    Complex.normSq (phase a) = if a = z2 then 1 else 1 / 2 := by
  cases a <;> simp [phase]
```

## (b) Sums over one orbital

For real $f_0,\dots,f_4$, show that $\sum_i s_a(i)f_i$ equals $f_0-f_4$, $f_1+f_3$, $f_1-f_3$, $f_2$ and $f_0+f_4$ for $xy,yz,xz,z^2,x^2-y^2$ respectively.

Insert the sign lists; all other terms vanish.

```lean
/-- Summing over `m` with the signs of a real d orbital leaves one or two terms. -/
theorem sum_relSign (f : Fin 5 → ℝ) :
    (∑ m, relSign xy m * f m = f 0 - f 4) ∧ (∑ m, relSign yz m * f m = f 1 + f 3) ∧
    (∑ m, relSign xz m * f m = f 1 - f 3) ∧ (∑ m, relSign z2 m * f m = f 2) ∧
    (∑ m, relSign x2y2 m * f m = f 0 + f 4) := by
  refine ⟨?_, ?_, ?_, ?_, ?_⟩ <;> simp [relSign, Fin.sum_univ_five] <;> ring
```

## (c) Taking out the prefactors

Show that $\langle ab|cd\rangle=\bar p_a\bar p_b\,p_c\,p_d\,S_{abcd}$.

The signs are real, so conjugation acts only on $p_a$ and $p_b$. The prefactors do not depend on $m$ and leave the sums. Lean compares the fourfold sums term by term.

```lean
/-- The orbital prefactors come out of every Coulomb integral. -/
theorem coulomb_factor (F₀ F₂ F₄ : ℝ) (a b c d : Orbital) :
    coulomb F₀ F₂ F₄ a b c d = conj (phase a) * conj (phase b) * phase c * phase d *
      (signSum F₀ F₂ F₄ a b c d : ℂ) := by
  simp only [coulomb, signSum, orbital, map_mul, Complex.conj_ofReal, Complex.ofReal_sum,
    Complex.ofReal_mul, Finset.mul_sum]
  refine Finset.sum_congr rfl fun _ _ => Finset.sum_congr rfl fun _ _ =>
    Finset.sum_congr rfl fun _ _ => Finset.sum_congr rfl fun _ _ => ?_
  ring
```

## (d) Direct integrals

Show that $J_{aa}=A+4B+3C$ and, for $a\neq b$, $J_{ab}=A+(4-2\beta_{ab})B+C$.

By (c), $J_{ab}=|p_a|^2|p_b|^2S_{abab}$. Let $\mu$ be the value of $|m|$ in an orbital: 2 for $xy,x^2-y^2$; 1 for $yz,xz$; 0 for $z^2$. If the two values differ, conservation of $m$ leaves only diagonal table entries:

- $\mu=2,1$: $F_0-2F_2-4F_4=A-2B+C$.
- $\mu=2,0$: $F_0-4F_2+6F_4=A-4B+C$.
- $\mu=1,0$: $F_0+2F_2-24F_4=A+2B+C$.

If they agree and $\mu>0$, terms that flip both $m$ values add $\pm\tfrac12[G_2(\mu,-\mu)^2F_2+G_4(\mu,-\mu)^2F_4]$, with plus for $a=b$ and minus for $a\ne b$:

- $\mu=2$: $F_0+4F_2+F_4\pm35F_4$.
- $\mu=1$: $F_0+F_2+16F_4\pm(3F_2+20F_4)$.

The plus sign gives $F_0+4F_2+36F_4=A+4B+3C$ both times, as does $z^2$ with itself. The minus sign gives $A+4B+C$ for $\mu=2$ and $A-2B+C$ for $\mu=1$.

In Lean, `h` pairs the prefactors into squared moduli. Then `cases` runs through the 25 pairs, (b) shortens the sums and `ring` converts the parameters.

```lean
set_option maxHeartbeats 400000 in
/-- The direct integrals of the real d orbitals in Racah parameters. -/
theorem direct_eq (F₀ F₂ F₄ : ℝ) (a b : Orbital) :
    direct F₀ F₂ F₄ a b =
      if a = b then racahA F₀ F₄ + 4 * racahB F₂ F₄ + 3 * racahC F₄
      else racahA F₀ F₄ + (4 - 2 * exchangeB a b) * racahB F₂ F₄ + racahC F₄ := by
  have h : coulomb F₀ F₂ F₄ a b a b = ((Complex.normSq (phase a) *
      Complex.normSq (phase b) * signSum F₀ F₂ F₄ a b a b : ℝ) : ℂ) := by
    simp only [coulomb_factor, Complex.ofReal_mul, Complex.normSq_eq_conj_mul_self]
    ring
  simp only [direct, h, Complex.ofReal_re, normSq_phase, signSum]
  -- each orbital contributes at most two spherical harmonics
  cases a <;> cases b <;> simp only [sum_relSign] <;>
    simp [slater, gaunt2, gaunt4, exchangeB, racahA, racahB, racahC] <;> ring
```

## (e) Exchange integrals

Show that $K_{aa}=J_{aa}$ and, for $a\ne b$, $K_{ab}=\beta_{ab}B+C$.

The first claim is immediate from the definitions. For different $\mu$, conservation leaves the average of $G_2^2F_2+G_4^2F_4$ over the $m$ values of the two orbitals:

- $\mu=2,1$: $3F_2+20F_4=3B+C$.
- $\mu=2,0$: $4F_2+15F_4=4B+C$.
- $\mu=1,0$: $F_2+30F_4=B+C$.

For different orbitals with equal $\mu$, the opposite relative signs cancel the $F_0$ and diagonal terms. What remains is $\tfrac12[G_2(\mu,-\mu)^2F_2+G_4(\mu,-\mu)^2F_4]$, which is $35F_4=C$ for $\mu=2$ and $3F_2+20F_4=3B+C$ for $\mu=1$. The Lean proof repeats the scheme of (d).

```lean
set_option maxHeartbeats 400000 in
/-- The exchange integrals of the real d orbitals in Racah parameters. -/
theorem exchange_eq (F₀ F₂ F₄ : ℝ) (a b : Orbital) :
    exchange F₀ F₂ F₄ a b =
      if a = b then racahA F₀ F₄ + 4 * racahB F₂ F₄ + 3 * racahC F₄
      else exchangeB a b * racahB F₂ F₄ + racahC F₄ := by
  have h : coulomb F₀ F₂ F₄ a b b a = ((Complex.normSq (phase a) *
      Complex.normSq (phase b) * signSum F₀ F₂ F₄ a b b a : ℝ) : ℂ) := by
    simp only [coulomb_factor, Complex.ofReal_mul, Complex.normSq_eq_conj_mul_self]
    ring
  simp only [exchange, h, Complex.ofReal_re, normSq_phase, signSum]
  cases a <;> cases b <;> simp only [sum_relSign] <;>
    simp [slater, gaunt2, gaunt4, exchangeB, racahA, racahB, racahC] <;> ring
```

## Determinants as pairs of occupied sets

A determinant is given by its sets `u` and `d` of spin-up and spin-down orbitals. Its energy is defined by the usual determinant formula: $D$ per eg electron, $J-K$ per parallel pair and $J$ per antiparallel pair. The halves correct double counting, and the terms with $a=b$ in the parallel sums vanish. Here $D$ is the octahedral splitting; the common d-level energy is omitted.

```lean
/-- The t2g orbitals. -/
def t2g : Finset Orbital := {xy, yz, xz}

/-- The eg orbitals. -/
def eg : Finset Orbital := {z2, x2y2}

/-- Energy of the determinant with spin-up orbitals `u` and spin-down orbitals `d`, where each
eg electron costs `D` relative to t2g. -/
def energy (F₀ F₂ F₄ D : ℝ) (u d : Finset Orbital) : ℝ :=
  D * (((u ∩ eg).card + (d ∩ eg).card : ℕ) : ℝ)
    + (∑ a ∈ u, ∑ b ∈ u, (direct F₀ F₂ F₄ a b - exchange F₀ F₂ F₄ a b)) / 2
    + (∑ a ∈ d, ∑ b ∈ d, (direct F₀ F₂ F₄ a b - exchange F₀ F₂ F₄ a b)) / 2
    + ∑ a ∈ u, ∑ b ∈ d, direct F₀ F₂ F₄ a b

/-- A t2g⁴ eg² determinant with four more electrons of one spin than of the other. -/
def IsHighSpin (u d : Finset Orbital) : Prop :=
  (u ∩ t2g).card + (d ∩ t2g).card = 4 ∧ (u ∩ eg).card + (d ∩ eg).card = 2 ∧
    (u.card = d.card + 4 ∨ d.card = u.card + 4)
```

## (f) The closed shell

Show that $E(t_{2g}^6)=15A-30B+15C$.

Within t2g every $\beta_{ab}$ is 3. The six parallel pairs give $6(A-5B)$. The nine antiparallel pairs give $3(A+4B+3C)+6(A-2B+C)=9A+15C$. Lean expands the sums over the three orbitals and inserts (d) and (e).

```lean
/-- The closed-shell t2g⁶ determinant has energy `15A - 30B + 15C`. -/
theorem energy_lowSpin (F₀ F₂ F₄ D : ℝ) :
    energy F₀ F₂ F₄ D t2g t2g =
      15 * racahA F₀ F₄ - 30 * racahB F₂ F₄ + 15 * racahC F₄ := by
  have ht (f : Orbital → ℝ) : ∑ a ∈ t2g, f a = f xy + f yz + f xz := by
    simp [t2g, add_assoc]
  have h0 : (t2g ∩ eg).card + (t2g ∩ eg).card = 0 := by decide
  rw [energy, h0]
  simp only [ht, direct_eq, exchange_eq, exchangeB, reduceCtorEq, if_true, if_false,
    Nat.cast_zero]
  ring
```

## (g) The high-spin determinants

Show that every high-spin $t_{2g}^4e_g^2$ determinant has $E=2D+15A-35B+7C$.

Six electrons with a spin excess of four split as $5+1$, so one spin shell is full. Over its ten pairs the $\beta_{ab}$ sum to 25, and $J-K=A+(4-3\beta_{ab})B$ gives $10A-35B$. For the remaining electron, in orbital $g$, $\sum_{b\ne g}\beta_{gb}=10$ whichever orbital $g$ is. Its repulsion with the full shell is
$$(A+4B+3C)+(4A+16B-20B+4C)=5A+7C.$$
The two eg electrons add $2D$.

In Lean, `hcard` and `omega` give the $5+1$ split, and `cases g` checks all five positions, although the occupation condition permits only t2g.

```lean
/-- Every high-spin t2g⁴ eg² determinant has energy `2D + 15A - 35B + 7C`. -/
theorem energy_highSpin (F₀ F₂ F₄ D : ℝ) {u d : Finset Orbital} (h : IsHighSpin u d) :
    energy F₀ F₂ F₄ D u d =
      2 * D + 15 * racahA F₀ F₄ - 35 * racahB F₂ F₄ + 7 * racahC F₄ := by
  obtain ⟨h4, h2, hs⟩ := h
  have hU : (Finset.univ : Finset Orbital) = {xy, yz, xz, z2, x2y2} := by decide
  have hsum (f : Orbital → ℝ) : ∑ a, f a = f xy + f yz + f xz + f z2 + f x2y2 := by
    rw [hU]
    simp [add_assoc]
  have hcard (s : Finset Orbital) : (s ∩ t2g).card + (s ∩ eg).card = s.card := by
    have hd : Disjoint t2g eg := by decide
    have hu : t2g ∪ eg = Finset.univ := by decide
    rw [← Finset.card_union_of_disjoint
      (hd.mono Finset.inter_subset_right Finset.inter_subset_right),
      ← Finset.inter_union_distrib_left, hu, Finset.inter_univ]
  have hu := hcard u
  have hd := hcard d
  have h5 : Fintype.card Orbital = 5 := rfl
  rw [energy, h2]
  -- one spin shell is full, the other holds a single electron
  rcases hs with hs | hs
  · obtain ⟨g, hg⟩ := Finset.card_eq_one.1 (show d.card = 1 by omega)
    rw [Finset.eq_univ_of_card u (by omega), hg]
    cases g <;> simp only [hsum, Finset.sum_singleton, direct_eq, exchange_eq, exchangeB,
      reduceCtorEq, if_true, if_false, Nat.cast_ofNat] <;> ring
  · obtain ⟨g, hg⟩ := Finset.card_eq_one.1 (show u.card = 1 by omega)
    rw [Finset.eq_univ_of_card d (by omega), hg]
    cases g <;> simp only [hsum, Finset.sum_singleton, direct_eq, exchange_eq, exchangeB,
      reduceCtorEq, if_true, if_false, Nat.cast_ofNat] <;> ring
```

## (h) The crossover

Show that $t_{2g}^6$ lies strictly below every high-spin $t_{2g}^4e_g^2$ determinant if and only if $D>\tfrac52B+4C$.

By (f) and (g), the inequality reads
$$15A-30B+15C<2D+15A-35B+7C,$$
which is $5B+8C<2D$. For the forward direction, Lean needs one actual high-spin determinant and takes five up electrons with a down electron in $xy$. The converse applies (g) to an arbitrary one.

The theorem holds for all real $D,F_0,F_2,F_4$, with no sign conditions. It gives a spin-crossover estimate for octahedral d⁶ ions in a model of single determinants with fixed d orbitals, without configuration interaction, spin–orbit coupling or covalency. Intermediate-spin determinants do not enter the comparison.

```lean
/-- The t2g⁶ determinant lies below every high-spin t2g⁴ eg² determinant if and only if
`D > 5B/2 + 4C`. -/
theorem lowSpin_below_highSpin_iff (F₀ F₂ F₄ D : ℝ) :
    (∀ u d, IsHighSpin u d → energy F₀ F₂ F₄ D t2g t2g < energy F₀ F₂ F₄ D u d) ↔
      D > 5 / 2 * racahB F₂ F₄ + 4 * racahC F₄ := by
  constructor
  · intro h
    -- compare with all five orbitals spin-up and one spin-down electron in xy
    have hs : IsHighSpin Finset.univ {xy} := ⟨by decide, by decide, by decide⟩
    have hlt := h _ _ hs
    rw [energy_lowSpin, energy_highSpin F₀ F₂ F₄ D hs] at hlt
    linarith
  · intro h u d hs
    rw [energy_lowSpin, energy_highSpin F₀ F₂ F₄ D hs]
    linarith

end

end SpinCrossoverD6
```

```lean
#print axioms SpinCrossoverD6.lowSpin_below_highSpin_iff
```

```
'SpinCrossoverD6.lowSpin_below_highSpin_iff' depends on axioms: [propext, Classical.choice, Quot.sound]
```
